# Local convergence of the Jacobi amplitude iteration in a two-determinant coupled-cluster model: the threshold $K<\sqrt3\,D$ for $K,D>0$

## Definitions and conventions

The model space is spanned by a reference determinant $\Phi_0$ and one doubly excited determinant $\Phi_1$, orthonormal and indexed $0,1$ as in `Fin 2`. All quantities are real.

```lean
import Mathlib

open Matrix Filter Topology

namespace TwoLevelJacobi

noncomputable section
```

Energies are measured from the reference energy. The coupling is $K=\langle\Phi_0|H|\Phi_1\rangle$ and the diagonal energy of $\Phi_1$ is $2D$, so
$$H=\begin{pmatrix}0&K\\K&2D\end{pmatrix}.$$

```lean
/-- Hamiltonian in the basis (reference, double excitation): coupling `K`, excited-determinant diagonal
energy `2 D`. -/
def pairH (K D : ℝ) : Matrix (Fin 2) (Fin 2) ℝ := !![0, K; K, 2 * D]
```

The cluster operator $T$ takes $\Phi_0$ to $t\Phi_1$, with amplitude $t$, and annihilates $\Phi_1$. Hence $e^T\Phi_0=\Phi_0+t\Phi_1$ is the vector $(1,t)$ in intermediate normalisation. Projecting $H(1,t)=E(1,t)$ on $\Phi_0$ gives the energy $E=Kt$, and projecting on $\Phi_1$ gives $K+2Dt=Et=Kt^2$. For $D\ne0$, which is assumed wherever $g$ is used below, the Jacobi update solves the diagonal term $2Dt$ for the new amplitude and evaluates the rest at the old one:
$$g(t)=\frac{Kt^2-K}{2D}.$$

```lean
/-- Jacobi update of the doubles amplitude, `g(t) = (K t² - K) / (2 D)`. -/
def jacobi (K D t : ℝ) : ℝ := (K * t ^ 2 - K) / (2 * D)
```

In a program this is the line $t\leftarrow t-\rho(t)/(2D)$ with residual $\rho(t)=K+2Dt-Kt^2$. Coupled-cluster codes commonly divide by orbital-energy differences, whereas here the denominator is the diagonal element of $H$ itself, and the threshold below belongs to that choice.

Set $R=\sqrt{D^2+K^2}$,

```lean
/-- The quantity `R = √(D² + K²)`. -/
def halfGap (K D : ℝ) : ℝ := √(D ^ 2 + K ^ 2)
```

and, for $K\ne0$, the ground root $s=(D-R)/K$

```lean
/-- The ground root `s = (D - R) / K`. -/
def groundRoot (K D : ℝ) : ℝ := (D - halfGap K D) / K
```

and the upper root $r=(D+R)/K$.

```lean
/-- The other root `r = (D + R) / K`. -/
def upperRoot (K D : ℝ) : ℝ := (D + halfGap K D) / K
```

The slope $g'(t)$ is `deriv (jacobi K D) t`. The iterates are $t_0=t$, $t_{n+1}=g(t_n)$, and $t_n$ is `(jacobi K D)^[n] t`.

## Fixed points and eigenvectors

For $D\ne0$, $g(t)=t$ is equivalent to $K+2Dt=Kt\cdot t$. This is component $1$ of $H(1,t)=Kt\,(1,t)$, and component $0$ reads $Kt=Kt$. Fixed points are therefore exactly the amplitudes for which $(1,t)$ is an eigenvector with energy $Kt$.

```lean
/-- An amplitude `t` is a fixed point of the update iff `(1, t)` is an eigenvector of the
Hamiltonian with energy `K t`. -/
theorem eigen_iff_fixed (K D t : ℝ) (hD : D ≠ 0) :
    pairH K D *ᵥ ![1, t] = (K * t) • ![1, t] ↔ jacobi K D t = t := by
  have key : jacobi K D t = t ↔ K + 2 * D * t = K * t * t := by
    unfold jacobi
    rw [div_eq_iff (mul_ne_zero two_ne_zero hD)]
    constructor <;> intro h <;> linear_combination -h
  rw [key]
  constructor
  · intro h
    have h1 := congrFun h 1
    simp [pairH, mulVec, dotProduct, Fin.sum_univ_two] at h1
    linarith
  · intro h
    ext i
    fin_cases i
    · simp [pairH, mulVec, dotProduct, Fin.sum_univ_two]
    · simp [pairH, mulVec, dotProduct, Fin.sum_univ_two]
      linarith
```

The step `key` clears the denominator, `congrFun h 1` picks out component $1$, and `fin_cases` treats both components in the converse.

Multiply $Kt^2-2Dt-K=0$ by $K\neq0$ and use $R^2=D^2+K^2$:
$$(Kt-D)^2-R^2=\bigl(Kt-(D-R)\bigr)\bigl(Kt-(D+R)\bigr)=0,$$
so $t=s$ or $t=r$, and the argument reverses.

```lean
/-- The fixed points of the update are exactly the two roots `s` and `r`. -/
theorem fixed_iff_root (K D t : ℝ) (hK : K ≠ 0) (hD : D ≠ 0) :
    jacobi K D t = t ↔ t = groundRoot K D ∨ t = upperRoot K D := by
  have hR : halfGap K D ^ 2 = D ^ 2 + K ^ 2 := Real.sq_sqrt (by positivity)
  unfold jacobi groundRoot upperRoot
  rw [div_eq_iff (mul_ne_zero two_ne_zero hD), eq_div_iff hK, eq_div_iff hK]
  constructor
  · intro h
    have h0 : (t * K - (D - halfGap K D)) * (t * K - (D + halfGap K D)) = 0 := by
      linear_combination K * h - hR
    exact (mul_eq_zero.mp h0).imp sub_eq_zero.mp sub_eq_zero.mp
  · rintro (h | h) <;> apply mul_left_cancel₀ hK
    · linear_combination (t * K - D - halfGap K D) * h + hR
    · linear_combination (t * K - D + halfGap K D) * h + hR
```

Here `hR` is $R^2=D^2+K^2$ and `h0` is the factorised form. The two energies are $Ks=D-R$ and $Kr=D+R$, so $R$ is half the gap.

The name ground root is justified by a lower bound. For $v=(v_0,v_1)$ one has $\langle v,Hv\rangle=2Kv_0v_1+2Dv_1^2$, and
$$(R+D)\bigl[\langle v,Hv\rangle-(D-R)(v_0^2+v_1^2)\bigr]=\bigl(Kv_0+(R+D)v_1\bigr)^2,$$
because the coefficient of $v_0^2$ on the left is $R^2-D^2=K^2$. For $K\ne0$, $R+D>0$, so the bracket is non-negative.

```lean
/-- The energy `K s` of the ground root bounds the energy form from below:
`K s ⟨v, v⟩ ≤ ⟨v, H v⟩` for every real vector `v`. -/
theorem ground_energy_le (K D : ℝ) (hK : K ≠ 0) (v : Fin 2 → ℝ) :
    K * groundRoot K D * (v ⬝ᵥ v) ≤ v ⬝ᵥ pairH K D *ᵥ v := by
  have hR : halfGap K D ^ 2 = D ^ 2 + K ^ 2 := Real.sq_sqrt (by positivity)
  have hR0 : 0 ≤ halfGap K D := Real.sqrt_nonneg _
  have hs : K * groundRoot K D = D - halfGap K D := by unfold groundRoot; field_simp
  have e1 : v ⬝ᵥ pairH K D *ᵥ v = 2 * K * v 0 * v 1 + 2 * D * v 1 ^ 2 := by
    simp [pairH, mulVec, dotProduct, Fin.sum_univ_two]
    ring
  have e2 : v ⬝ᵥ v = v 0 ^ 2 + v 1 ^ 2 := by
    simp only [dotProduct, Fin.sum_univ_two]
    ring
  rw [hs, e1, e2]
  generalize halfGap K D = R at *
  have hp : 0 < R + D := by
    by_contra h
    have h1 : R ≤ -D := by linarith [not_lt.mp h]
    nlinarith [mul_self_le_mul_self hR0 h1, mul_self_pos.mpr hK]
  -- completing the square
  have key : (R + D) * (2 * K * v 0 * v 1 + 2 * D * v 1 ^ 2 - (D - R) * (v 0 ^ 2 + v 1 ^ 2))
      = (K * v 0 + (R + D) * v 1) ^ 2 := by linear_combination v 0 ^ 2 * hR
  by_contra h
  have h2 := mul_neg_of_pos_of_neg hp (sub_neg.mpr (not_le.mp h))
  rw [key] at h2
  exact absurd h2 (not_lt.mpr (sq_nonneg _))
```

The identity is `key` and the positivity is `hp`. The vector $v$ is unnormalised. For a unit vector the bound says $\langle v,Hv\rangle\ge D-R$, which is the energy of the normalised state $(1,s)/\sqrt{1+s^2}$.

## Slope and error recursion

Differentiating, $g'(t)=2Kt/(2D)$, that is $D\,g'(t)=Kt$: the slope is the current energy in units of $D$.

```lean
/-- The update is differentiable, with slope obeying `D g'(t) = K t`. -/
theorem slope_jacobi (K D t : ℝ) (hD : D ≠ 0) :
    DifferentiableAt ℝ (jacobi K D) t ∧ D * deriv (jacobi K D) t = K * t := by
  have h : HasDerivAt (jacobi K D) (K * t / D) t := by
    refine HasDerivAt.congr_deriv (f := jacobi K D)
      ((((hasDerivAt_pow 2 t).const_mul K).sub_const K).div_const (2 * D)) ?_
    ring1
  refine ⟨h.differentiableAt, ?_⟩
  rw [h.deriv]
  field_simp
```

The derivative is assembled from `hasDerivAt_pow` and the rules for constant factors and shifts. The first conjunct states differentiability, so `deriv` is the true slope.

Let $p$ be a fixed point. Subtracting $2Dp=Kp^2-K$ from $2Dg(t)=Kt^2-K$ gives
$$2D\,(g(t)-p)=K(t+p)(t-p)=\bigl(2Kp+K(t-p)\bigr)(t-p),$$
and $2Kp=2D\,g'(p)$. The recursion is exact, with no Taylor remainder left to estimate.

```lean
/-- Exact error recursion at a fixed point `p`:
`2 D (g(t) - p) = (2 D g'(p) + K (t - p)) (t - p)`. -/
theorem error_step (K D p t : ℝ) (hD : D ≠ 0) (hp : jacobi K D p = p) :
    2 * D * (jacobi K D t - p)
      = (2 * D * deriv (jacobi K D) p + K * (t - p)) * (t - p) := by
  have h1 : ∀ x, 2 * D * jacobi K D x = K * x ^ 2 - K := fun x => by
    unfold jacobi; field_simp
  have h2 := h1 p
  rw [hp] at h2
  linear_combination h1 t - h2 - 2 * (t - p) * (slope_jacobi K D p hD).2
```

The final `linear_combination` is this subtraction with the slope relation inserted.

Now take $K,D>0$, so $R>D$. From $D\,g'(s)=D-R<0$ follows $|g'(s)|=R/D-1$. Then $|g'(s)|<1$ iff $R<2D$ iff $D^2+K^2<4D^2$ iff $K^2<3D^2$ iff $K<\sqrt3\,D$, and the chain holds with every inequality reversed. At the other root $D\,g'(r)=D+R>2D$.

```lean
/-- Slopes at the roots: `|g'(s)| = R / D - 1`, which is below 1 iff `K < √3 D` and above 1
iff `K > √3 D`, while `g'(r) > 2`. -/
theorem slope_roots (K D : ℝ) (hK : 0 < K) (hD : 0 < D) :
    |deriv (jacobi K D) (groundRoot K D)| = halfGap K D / D - 1 ∧
    (|deriv (jacobi K D) (groundRoot K D)| < 1 ↔ K < √3 * D) ∧
    (1 < |deriv (jacobi K D) (groundRoot K D)| ↔ √3 * D < K) ∧
    2 < deriv (jacobi K D) (upperRoot K D) := by
  have hR : halfGap K D ^ 2 = D ^ 2 + K ^ 2 := Real.sq_sqrt (by positivity)
  have hR0 : 0 ≤ halfGap K D := Real.sqrt_nonneg _
  have hs : K * groundRoot K D = D - halfGap K D := by unfold groundRoot; field_simp
  have hr : K * upperRoot K D = D + halfGap K D := by unfold upperRoot; field_simp
  have ds := (slope_jacobi K D (groundRoot K D) hD.ne').2
  have dr := (slope_jacobi K D (upperRoot K D) hD.ne').2
  rw [hs] at ds
  rw [hr] at dr
  generalize deriv (jacobi K D) (groundRoot K D) = a at *
  generalize deriv (jacobi K D) (upperRoot K D) = b at *
  generalize halfGap K D = R at *
  have hDR : D < R := by
    by_contra h
    nlinarith [mul_self_le_mul_self hR0 (not_lt.mp h), mul_pos hK hK]
  have ha : a = -(R / D - 1) := by field_simp; linarith
  have h1 : 1 < R / D := by rw [lt_div_iff₀ hD]; linarith
  have habs : |a| = R / D - 1 := by rw [ha, abs_neg, abs_of_pos (by linarith)]
  have h3 : √3 * D * (√3 * D) = 3 * D ^ 2 := by
    linear_combination D ^ 2 * Real.mul_self_sqrt (show (0 : ℝ) ≤ 3 by norm_num)
  have h30 : 0 ≤ √3 * D := by positivity
  have h20 : 0 ≤ (1 + 1) * D := by positivity
  refine ⟨habs, ?_, ?_, ?_⟩
  · -- compare squares: R < 2 D iff K² < 3 D²
    rw [habs, sub_lt_iff_lt_add, div_lt_iff₀ hD]
    constructor <;> intro h <;> by_contra hn
    · nlinarith [mul_self_lt_mul_self hR0 h, mul_self_le_mul_self h30 (not_lt.mp hn)]
    · nlinarith [mul_self_lt_mul_self hK.le h, mul_self_le_mul_self h20 (not_lt.mp hn)]
  · rw [habs, lt_sub_iff_add_lt, lt_div_iff₀ hD]
    constructor <;> intro h <;> by_contra hn
    · nlinarith [mul_self_lt_mul_self h20 h, mul_self_le_mul_self hK.le (not_lt.mp hn)]
    · nlinarith [mul_self_lt_mul_self h30 h, mul_self_le_mul_self hR0 (not_lt.mp hn)]
  · by_contra hn
    nlinarith [mul_le_mul_of_nonneg_left (not_lt.mp hn) hD.le]
```

After `generalize` the slopes are plain numbers `a` and `b`. The steps `hDR` and `habs` give $D<R$ and the modulus, and the `nlinarith` calls in `hDR` and in the two equivalences compare squares of non-negative quantities. The last call multiplies the assumed $b\le2$ by $D$ and contradicts $Db=D+R>2D$.

The sign of $K$ matters for the statement as written. With $K=-2$, $D=1$ the inequality $K<\sqrt3\,D$ holds, yet $g'(s)=1-\sqrt5$ has modulus above $1$. For real $H$ one arranges $K>0$ by the sign of $\Phi_1$.

## Attraction and repulsion

Put $c=K/(2D)$ and $e_n=t_n-p$. The recursion becomes $e_{n+1}=(g'(p)+c\,e_n)\,e_n$. Suppose $K\ge0$, $D>0$ and $K|e_0|<2D(1-|g'(p)|)$, which says $q=|g'(p)|+c|e_0|<1$. If $|e_n|\le q^n|e_0|$, then $|e_n|\le|e_0|$, so $|g'(p)+c\,e_n|\le q$ and $|e_{n+1}|\le q^{n+1}|e_0|$. By induction the bound holds for all $n$, and $q^n\to0$ gives $t_n\to p$.

```lean
/-- Iterates started at `t` with `K |t - p| < 2 D (1 - |g'(p)|)` converge to the fixed
point `p`. -/
theorem tendsto_of_close (K D p t : ℝ) (hK : 0 ≤ K) (hD : 0 < D) (hp : jacobi K D p = p)
    (ht : K * |t - p| < 2 * D * (1 - |deriv (jacobi K D) p|)) :
    Tendsto (fun n => (jacobi K D)^[n] t) atTop (𝓝 p) := by
  obtain ⟨c, hc0, hc⟩ : ∃ c, 0 ≤ c ∧ 2 * D * c = K :=
    ⟨K / (2 * D), by positivity, by field_simp⟩
  have step : ∀ x, jacobi K D x - p = (deriv (jacobi K D) p + c * (x - p)) * (x - p) := by
    intro x
    apply mul_left_cancel₀ (mul_ne_zero two_ne_zero hD.ne')
    rw [error_step K D p x hD.ne' hp]
    linear_combination -(x - p) ^ 2 * hc
  generalize deriv (jacobi K D) p = d at *
  have q0 : 0 ≤ |d| + c * |t - p| := by positivity
  have q1 : |d| + c * |t - p| < 1 := by
    by_contra h
    have hce : 2 * D * c * |t - p| = K * |t - p| := by rw [hc]
    nlinarith [mul_le_mul_of_nonneg_left (not_lt.mp h) hD.le]
  -- geometric decay of the error
  have bound : ∀ n, |(jacobi K D)^[n] t - p| ≤ (|d| + c * |t - p|) ^ n * |t - p| := by
    intro n
    induction n with
    | zero => simp
    | succ n ih =>
      have hx := ih.trans (mul_le_of_le_one_left (abs_nonneg _) (pow_le_one₀ q0 q1.le))
      have hf : |d + c * ((jacobi K D)^[n] t - p)| ≤ |d| + c * |t - p| := by
        refine (abs_add_le _ _).trans ?_
        rw [abs_mul, abs_of_nonneg hc0]
        linarith [mul_le_mul_of_nonneg_left hx hc0]
      rw [Function.iterate_succ_apply', step, abs_mul, pow_succ', mul_assoc]
      exact mul_le_mul hf ih (abs_nonneg _) q0
  rw [tendsto_iff_dist_tendsto_zero]
  refine squeeze_zero (g := fun n => (|d| + c * |t - p|) ^ n * |t - p|)
    (fun _ => dist_nonneg) (fun n => (Real.dist_eq _ _).trans_le (bound n)) ?_
  simpa using (tendsto_pow_atTop_nhds_zero_of_lt_one q0 q1).mul_const |t - p|
```

The divided recursion is `step`, the inequality $q<1$ is `q1`, and the induction is `bound`, with `hx` and `hf` as its two estimates. Then `squeeze_zero` passes to the limit. The theorem states convergence; the rate $q$ appears only inside the proof.

Suppose instead $|g'(p)|>1$ and $t_n\to p$. Then $|g'(p)+c\,e_n|\to|g'(p)|$, so this factor exceeds $1$ for all $n$ from some index $N$ on. Hence $|e_n|\ge|e_N|$ for $n\ge N$, and the limit gives $0\ge|e_N|$, that is $t_N=p$.

```lean
/-- If `|g'(p)| > 1` at a fixed point `p`, iterates that converge to `p` equal `p` after
finitely many steps. -/
theorem hit_of_tendsto (K D p t : ℝ) (hD : D ≠ 0) (hp : jacobi K D p = p)
    (hd : 1 < |deriv (jacobi K D) p|)
    (h : Tendsto (fun n => (jacobi K D)^[n] t) atTop (𝓝 p)) :
    ∃ n, (jacobi K D)^[n] t = p := by
  obtain ⟨c, hc⟩ : ∃ c, 2 * D * c = K := ⟨K / (2 * D), by field_simp⟩
  have step : ∀ x, jacobi K D x - p = (deriv (jacobi K D) p + c * (x - p)) * (x - p) := by
    intro x
    apply mul_left_cancel₀ (mul_ne_zero two_ne_zero hD)
    rw [error_step K D p x hD hp]
    linear_combination -(x - p) ^ 2 * hc
  have hfac := (((h.sub_const p).const_mul c).const_add (deriv (jacobi K D) p)).abs
  rw [sub_self, mul_zero, add_zero] at hfac
  obtain ⟨N, hN⟩ := eventually_atTop.mp (hfac.eventually (lt_mem_nhds hd))
  -- from step N on the error cannot decrease
  have mono : ∀ n, N ≤ n → |(jacobi K D)^[N] t - p| ≤ |(jacobi K D)^[n] t - p| := by
    intro n hn
    induction n, hn using Nat.le_induction with
    | base => exact le_rfl
    | succ n hn ih =>
      rw [Function.iterate_succ_apply', step, abs_mul]
      exact ih.trans (le_mul_of_one_le_left (abs_nonneg _) (hN n hn).le)
  have h0 := ge_of_tendsto (h.sub_const p).abs (eventually_atTop.mpr ⟨N, mono⟩)
  rw [sub_self, abs_zero] at h0
  exact ⟨N, sub_eq_zero.mp (abs_nonpos_iff.mp h0)⟩
```

The limit of the factor is `hfac`, the index $N$ comes with `hN`, and `mono` is the monotonicity that `ge_of_tendsto` carries to the limit.

An easy mistake is to state that no orbit converges to a fixed point with $|g'(p)|>1$, or none but the constant one. Since $g$ is even, $g(-r)=r$: for $D=3$, $K=4$ one has $r=2$ and $g(-2)=2$. The correct conclusion is `∃ n, (jacobi K D)^[n] t = p`.

## The theorem

At $p=s$ the closeness condition reads $K|t-s|<2D(2-R/D)=2(2D-R)$, that is $|t-s|<\delta$ with $\delta=2(2D-R)/K$, and $\delta>0$ follows from $R<2D$. For all real $K>0$ and $D>0$, `jacobi_threshold` states six things:

1. The fixed points of $g$ are exactly $s$ and $r$.
2. $|g'(s)|<1$ iff $K<\sqrt3\,D$.
3. If $K<\sqrt3\,D$, then $\delta>0$ and every start with $|t-s|<\delta$ has $t_n\to s$.
4. If $K>\sqrt3\,D$, any orbit with $t_n\to s$ has $t_n=s$ for some $n$.
5. $g'(r)>2$.
6. Any orbit with $t_n\to r$ has $t_n=r$ for some $n$.

```lean
/-- The fixed points are `s` and `r`; `|g'(s)| < 1` iff `K < √3 D`, and then iterates from
within the positive distance `2 (2 D - R) / K` of `s` converge to `s`. Always `g'(r) > 2`;
iterates converge to `r`, or to `s` when `K > √3 D`, only by hitting it exactly. -/
theorem jacobi_threshold (K D : ℝ) (hK : 0 < K) (hD : 0 < D) :
    (∀ t, jacobi K D t = t ↔ t = groundRoot K D ∨ t = upperRoot K D) ∧
    (|deriv (jacobi K D) (groundRoot K D)| < 1 ↔ K < √3 * D) ∧
    (K < √3 * D → 0 < 2 * (2 * D - halfGap K D) / K ∧
      ∀ t, |t - groundRoot K D| < 2 * (2 * D - halfGap K D) / K →
        Tendsto (fun n => (jacobi K D)^[n] t) atTop (𝓝 (groundRoot K D))) ∧
    (√3 * D < K → ∀ t, Tendsto (fun n => (jacobi K D)^[n] t) atTop (𝓝 (groundRoot K D)) →
      ∃ n, (jacobi K D)^[n] t = groundRoot K D) ∧
    2 < deriv (jacobi K D) (upperRoot K D) ∧
    (∀ t, Tendsto (fun n => (jacobi K D)^[n] t) atTop (𝓝 (upperRoot K D)) →
      ∃ n, (jacobi K D)^[n] t = upperRoot K D) := by
  have fix := fun t => fixed_iff_root K D t hK.ne' hD.ne'
  have fs := (fix _).mpr (Or.inl rfl)
  have fr := (fix _).mpr (Or.inr rfl)
  obtain ⟨habs, hlt, hgt, hup⟩ := slope_roots K D hK hD
  refine ⟨fix, hlt, fun h => ⟨?_, fun t ht => ?_⟩,
    fun h t => hit_of_tendsto K D _ t hD.ne' fs (hgt.mpr h), hup,
    fun t => hit_of_tendsto K D _ t hD.ne' fr (lt_of_lt_of_le (by linarith) (le_abs_self _))⟩
  · have h1 := hlt.mpr h
    rw [habs, sub_lt_iff_lt_add, div_lt_iff₀ hD] at h1
    exact div_pos (by linarith) hK
  · refine tendsto_of_close K D _ t hK.le hD fs ?_
    have e : D * (halfGap K D / D) = halfGap K D := by field_simp
    rw [lt_div_iff₀ hK] at ht
    rw [habs]
    nlinarith

end

end TwoLevelJacobi
```

```lean
#print axioms TwoLevelJacobi.eigen_iff_fixed
-- 'TwoLevelJacobi.eigen_iff_fixed' depends on axioms: [propext, Classical.choice, Quot.sound]
#print axioms TwoLevelJacobi.ground_energy_le
-- 'TwoLevelJacobi.ground_energy_le' depends on axioms: [propext, Classical.choice, Quot.sound]
#print axioms TwoLevelJacobi.jacobi_threshold
-- 'TwoLevelJacobi.jacobi_threshold' depends on axioms: [propext, Classical.choice, Quot.sound]
```

The proof takes the slopes from `slope_roots`, applies `tendsto_of_close` at $s$ after clearing $K$ from the radius, and applies `hit_of_tendsto` at $s$ and at $r$, where $g'(r)>2$ supplies $|g'(r)|>1$. The link to eigenvectors and to the lowest energy is carried by the separate theorems `eigen_iff_fixed` and `ground_energy_le`.

Convergence is not decided at $K=\sqrt3\,D$, the interval of radius $\delta$ is sufficient and not claimed maximal, and nothing is said about where a non-convergent orbit goes. Arithmetic is exact, and damping or extrapolation of the iterates is absent.

From the start $t=0$ the first iterate is $-K/(2D)$, which has the form of a first-order perturbative amplitude. The following numbers, like the two examples above, are worked on paper and not in Lean. The start $t=0$ lies within $\delta$ of $s$ iff $R-D<2(2D-R)$, that is $K<4D/3$, which is stricter than the threshold. For $D=3$, $K=4$ one has $s=-1/2$ and $\delta=1/2$, so $t=0$ sits on the edge, while $t_1=-2/3$ is inside and the orbit converges.

In this one-amplitude, two-determinant model the amplitude equation has the exact ground-state solution for every $K,D>0$, yet the plain update is repelled from it once the coupling exceeds $\sqrt3\,D$, as happens when the excited determinant approaches degeneracy with the reference at fixed $K$.
